# Noise-free regression with a homogeneous polynomial kernel is singular when training structures outnumber the monomials of its degree

Take N structures, each described by a real vector with d components, and compare them through the kernel (x · y)^z; the vectors are arbitrary and need not be normalised. The theorem says that if N exceeds binom(d+z−1, z), the number of monomials of degree z in d variables, then the N × N kernel matrix K has determinant zero, and some set of training values y is not equal to Ka for any weights a. No regularisation term is added to K. The proof takes from an earlier lemma a nonzero set of weights whose predictor vanishes at every descriptor, and shows that K sends these weights to zero, so that its determinant vanishes. If every y could be reproduced, K would be invertible, which contradicts this.

The failing Lean file:

```lean
import Mathlib

open Matrix

namespace NoiseFreeRegressionSingular

noncomputable section

/-- The homogeneous polynomial kernel `⟨x, y⟩ ^ z` between two descriptor vectors. -/
def polyKernel {d : ℕ} (z : ℕ) (x y : Fin d → ℝ) : ℝ := (x ⬝ᵥ y) ^ z

/-- The kernel matrix of `N` structures with descriptor vectors `x i`. -/
def kernelMatrix {d N : ℕ} (z : ℕ) (x : Fin N → Fin d → ℝ) : Matrix (Fin N) (Fin N) ℝ :=
  Matrix.of fun i j => polyKernel z (x i) (x j)

/-- The feature vector of a descriptor: all monomials of degree `z` in its components,
labelled by multisets of `z` component indices. -/
def monomialFeature {d : ℕ} (z : ℕ) (x : Fin d → ℝ) : Sym (Fin d) z → ℝ :=
  fun k => ((k : Multiset (Fin d)).map x).prod

/-- The number of monomials of degree `z` in `d` variables is `binom(d+z-1, z)`. -/
theorem card_monomials (d z : ℕ) :
    Fintype.card (Sym (Fin d) z) = (d + z - 1).choose z := by
  rw [Sym.card_sym_eq_choose, Fintype.card_fin]

/-- The kernel is a scalar product of monomial features, weighted by multinomial
coefficients. -/
theorem polyKernel_eq_sum {d : ℕ} (z : ℕ) (x y : Fin d → ℝ) :
    polyKernel z x y = ∑ k : Sym (Fin d) z,
      (Multiset.countPerms (k : Multiset (Fin d)) : ℝ) *
        (monomialFeature z x k * monomialFeature z y k) := by
  unfold polyKernel dotProduct
  have hu : (Finset.univ : Finset (Fin d)).sym z = Finset.univ := by
    ext k
    simp
  rw [Finset.sum_pow, hu]
  refine Finset.sum_congr rfl fun k _ => ?_
  exact congrArg (fun t => (Multiset.countPerms (k : Multiset (Fin d)) : ℝ) * t)
    Multiset.prod_map_mul

/-- With more than `binom(d+z-1, z)` structures, some nonzero set of regression weights
gives a predictor that vanishes at every descriptor `y`. -/
theorem exists_silent_weights {d N : ℕ} (z : ℕ) (x : Fin N → Fin d → ℝ)
    (hN : (d + z - 1).choose z < N) :
    ∃ a : Fin N → ℝ, a ≠ 0 ∧ ∀ y, ∑ i, a i * polyKernel z (x i) y = 0 := by
  -- too many feature vectors for the dimension of the monomial space
  have hdep : ¬ LinearIndependent ℝ (fun i => monomialFeature z (x i)) := fun h => by
    have hc := h.fintype_card_le_finrank
    rw [Module.finrank_fintype_fun_eq_card, card_monomials, Fintype.card_fin] at hc
    exact absurd hc (not_le_of_gt hN)
  obtain ⟨a, ha, i, hi⟩ := Fintype.not_linearIndependent_iff.1 hdep
  refine ⟨a, fun h => hi (by simp [h]), fun y => ?_⟩
  have hk : ∀ k, ∑ i, a i * monomialFeature z (x i) k = 0 := fun k => by
    simpa using congrFun ha k
  simp only [polyKernel_eq_sum, Finset.mul_sum]
  rw [Finset.sum_comm]
  refine Finset.sum_eq_zero fun k _ => ?_
  calc _ = ((Multiset.countPerms (k : Multiset (Fin d)) : ℝ) * monomialFeature z y k) *
        ∑ i, a i * monomialFeature z (x i) k := by
        rw [Finset.mul_sum]
        exact Finset.sum_congr rfl fun i _ => by ring
    _ = 0 := by rw [hk, mul_zero]

/-- With more than `binom(d+z-1, z)` structures, noise-free regression is singular: the kernel
matrix has determinant zero, and some training data are reproduced by no weights. -/
theorem noise_free_regression_singular {d N : ℕ} (z : ℕ) (x : Fin N → Fin d → ℝ)
    (hN : (d + z - 1).choose z < N) :
    (kernelMatrix z x).det = 0 ∧ ∃ y : Fin N → ℝ, ∀ a, kernelMatrix z x *ᵥ a ≠ y := by
  obtain ⟨a, ha, h0⟩ := exists_silent_weights z x hN
  have hdet : (kernelMatrix z x).det = 0 := by
    refine Matrix.exists_mulVec_eq_zero_iff.1 ⟨a, ha, ?_⟩
    funext i
    refine Eq.trans (Finset.sum_congr rfl fun j _ => ?_) (h0 (x i))
    simp only [kernelMatrix, Matrix.of_apply, polyKernel]
    rw [dotProduct_comm (x i) (x j), mul_comm]
  refine ⟨hdet, ?_⟩
  by_contra! hs
  have hunit := (Matrix.isUnit_iff_isUnit_det _).1 (Matrix.mulVec_surjective_iff_isUnit.1 hs)
  exact hunit.ne_zero hdet

end

end NoiseFreeRegressionSingular
```

The compiler's answer:

```
Main.lean:73:20: error: Application type mismatch: The argument
  Finset.sum_congr rfl fun j x => ?m.102
has type
  Finset.sum ?m.99 ?m.96 = Finset.sum ?m.99 ?m.97
but is expected to have type
  (kernelMatrix z x *ᵥ a) i = ?m.89
in the application
  Eq.trans (Finset.sum_congr rfl fun j x => ?m.102)
Main.lean:74:4: error: No goals to be solved
```

The change, after which it compiles:

```diff
@@ -71,7 +71,10 @@
     refine Matrix.exists_mulVec_eq_zero_iff.1 ⟨a, ha, ?_⟩
     funext i
-    refine Eq.trans (Finset.sum_congr rfl fun j _ => ?_) (h0 (x i))
-    simp only [kernelMatrix, Matrix.of_apply, polyKernel]
-    rw [dotProduct_comm (x i) (x j), mul_comm]
+    refine Eq.trans ?_ (h0 (x i))
+    change ∑ j, polyKernel z (x i) (x j) * a j = _
+    refine Finset.sum_congr rfl fun j _ => ?_
+    simp only [polyKernel]
+    rw [dotProduct_comm (x i) (x j)]
+    exact mul_comm _ _
   refine ⟨hdet, ?_⟩
   by_contra! hs
```

The first error is in the step showing that K sends the weights to zero. `Finset.sum_congr` proves that two sums are equal, but the left side of the goal was `(kernelMatrix z x *ᵥ a) i`. By definition this is a sum, but it isn't written as one, and Lean did not match it with the sum in the lemma, whose terms were still unknown.

The second message, "No goals to be solved", follows from the first. The failed `refine` left no goal for the `simp only` on the next line.

The repair first applies `Eq.trans ?_ (h0 (x i))`, leaving the left-hand equality as a goal. `change` then writes the matrix-vector product as an explicit sum, which Lean accepts as the same by definition, and `Finset.sum_congr` now applies. Since `change` has also written out the matrix entries, `simp only` no longer needs `kernelMatrix` and `Matrix.of_apply`. Moving `mul_comm` from the `rw` to a closing `exact` is mere tidying.
